# Every real polynomial is integrable on the half-line against the weight xᵃe⁻ˣ, for natural a

For every natural number a and every real polynomial p, the lemma states that xᵃe⁻ˣp(x) is integrable over x > 0. Integrands of this form occur in the radial integrals of hydrogen-like orbitals, with x a scaled radius; the statement itself involves no Hamiltonian and no normalisation, and gives no value for the integral. The attempt proceeds by induction on p, through sums and monomials. A monomial reduces to the integrability of xᵏe⁻ˣ, proved just before from the convergence of the Gamma integral, and a sum is to follow by adding the two integrable functions.

Lean 4 with Mathlib refuses this proof:

```lean
import Mathlib

open MeasureTheory Polynomial
open scoped Nat

namespace CoulombSturmian

noncomputable section

/-- Every power of `x` is integrable against `exp (-x)` on the half-line. -/
theorem integrable_moment (k : ℕ) :
    IntegrableOn (fun x : ℝ => x ^ k * Real.exp (-x)) (Set.Ioi 0) := by
  have h := Real.GammaIntegral_convergent (s := (k : ℝ) + 1) (by positivity)
  simpa only [add_sub_cancel_right, Real.rpow_natCast, mul_comm] using h

/-- Every polynomial is integrable against the weight `x^a exp (-x)` on the half-line. -/
theorem integrable_weight (a : ℕ) (p : ℝ[X]) :
    IntegrableOn (fun x : ℝ => x ^ a * Real.exp (-x) * p.eval x) (Set.Ioi 0) := by
  induction p using Polynomial.induction_on' with
  | add p q hp hq =>
    convert hp.add hq using 1
    ext x
    simp [mul_add]
  | monomial m c =>
    have h : IntegrableOn (fun x : ℝ => c * (x ^ (a + m) * Real.exp (-x))) (Set.Ioi 0) :=
      Integrable.const_mul (integrable_moment (a + m)) c
    convert h using 1
    ext x
    simp only [eval_monomial]
    ring

end

end CoulombSturmian
```

Messages:

```
Main.lean:22:4: error: No applicable extensionality theorem found for type
  ContinuousENorm ℝ

Note: Extensionality theorems can be registered by marking them with the `[ext]` attribute
```

Cause. The error is in the sum case. `convert hp.add hq using 1` compares the goal with the type of `hp.add hq` argument by argument, and leaves as goals the equalities it cannot close. One of the arguments of `IntegrableOn` is an implicit instance, the `ContinuousENorm` structure on `ℝ`, and the two sides express it differently. Their equality was therefore left as a goal, ahead of the expected one between the integrands. `ext x` met this goal first, and Lean has no extensionality theorem registered for `ContinuousENorm ℝ`.

The repair avoids `convert`. `simp only [eval_add, mul_add]` evaluates the sum of polynomials and distributes the weight over it, so that the integrand is visibly a sum of the two known ones. `exact hp.add hq` then checks the whole statement up to definitional equality, which identifies the two forms of the instance and also the pointwise sum with the sum of functions.

The monomial case keeps its `convert`: there `h` has its type written out in the same form as the goal, and no such mismatch is reported.

The change, after which it compiles:

```diff
@@ -19,7 +19,6 @@
   induction p using Polynomial.induction_on' with
   | add p q hp hq =>
-    convert hp.add hq using 1
-    ext x
-    simp [mul_add]
+    simp only [eval_add, mul_add]
+    exact hp.add hq
   | monomial m c =>
     have h : IntegrableOn (fun x : ℝ => c * (x ^ (a + m) * Real.exp (-x))) (Set.Ioi 0) :=
```
